# A nonnegative real shift with $A+\varepsilon$ positive definite gives the unique Hylleraas minimiser on a ball

## Does the shifted amplitude minimise anything?

When an intruder state drops below the reference at zeroth order in my second-order multireference calculation, the variational picture breaks. Let $A = H_0 - E_0$ be the zeroth-order Hamiltonian minus the zeroth-order energy of the reference, acting on the first-order space, and $v$ the projection of $H|\Psi_0\rangle$ onto that space, with $H$ the full Hamiltonian and $\Psi_0$ the reference. If $A$ has a negative eigenvalue, the Hylleraas functional $F(y) = 2\,\mathrm{Re}\langle v,y\rangle + \langle y,Ay\rangle$ has no minimum. I then solve $(A+\varepsilon)x = -v$ with a real shift $\varepsilon$, and $x$ seems to have lost its tie to $F$. I have heard that $x$ minimises $F$ under a bound on the amplitude norm. Under which conditions is that true, and can it be machine-checked?

## The shift acts as the multiplier of a norm bound

It holds for Hermitian $A$, $\varepsilon \ge 0$ and positive definite $A+\varepsilon$, and the bound is $\|x\|$ itself.

Let $(A+\varepsilon)x=-v$ and write any $y$ as $x+d$. Hermiticity makes the two cross terms $\langle x,Ad\rangle$ and $\langle d,Ax\rangle$ complex conjugates of each other, with sum $2\,\mathrm{Re}\langle Ax,d\rangle$:
$$F(x+d)-F(x) = 2\,\mathrm{Re}\langle v,d\rangle + 2\,\mathrm{Re}\langle Ax,d\rangle + \langle d,Ad\rangle .$$
Inserting $v=-Ax-\varepsilon x$ cancels the middle term and leaves $\langle d,Ad\rangle - 2\varepsilon\,\mathrm{Re}\langle x,d\rangle$. With $\|y\|^2=\|x\|^2+2\,\mathrm{Re}\langle x,d\rangle+\|d\|^2$ this becomes
$$F(y)-F(x)=\langle y-x,(A+\varepsilon)(y-x)\rangle+\varepsilon\,(\|x\|^2-\|y\|^2).$$
For $\|y\|\le\|x\|$ the second term is nonnegative, and the first is positive unless $y=x$. So $x$ is the only minimiser in the ball.

For shifts $\varepsilon_1<\varepsilon_2$ with solutions $x_1,x_2$, add the identity at $x_1$ with $y=x_2$ to the one at $x_2$ with $y=x_1$. The left sides cancel, so $(\varepsilon_2-\varepsilon_1)(\|x_1\|^2-\|x_2\|^2)$ equals the sum of the expectation values of $A+\varepsilon_1$ and $A+\varepsilon_2$ in $x_1-x_2$. Both are nonnegative if $A+\varepsilon_1$ is positive definite, hence $\|x_2\|\le\|x_1\|$.

Along a ray through a vector $u$, with real $t$, $F(tu)=2t\,\mathrm{Re}\langle v,u\rangle+t^2\,\mathrm{Re}\langle u,Au\rangle$, which falls without bound if the last coefficient is negative. For $\varepsilon<0$ and $x\ne0$ put $a=\mathrm{Re}\langle x,Ax\rangle$ and $c=-\varepsilon\|x\|^2>0$. The amplitude equation gives $\mathrm{Re}\langle v,x\rangle=c-a$, so $F((1-t)x)-F(x)=t(ta-2c)$. At $t=c/(c+|a|)\in(0,1]$ one has $ta\le c$, the difference is negative, and a shorter vector beats $x$.

### What the Lean objects fix

`E` is the first-order space over `𝕜`, the real or complex numbers, with an inner product conjugate-linear in the first slot, as in bra-ket notation. `A.IsSymmetric` is Hermiticity; $A$ is defined on all of `E` and carries no sign condition. `hylleraas` is $F$ for the unshifted $A$, and its `re` on the quadratic term changes nothing for Hermitian $A$. `IsPosDef (shift A ε)` says that $\mathrm{Re}\langle y,(A+\varepsilon)y\rangle>0$ for $y\neq0$. Physically, the shift lifts every zeroth-order excitation energy, the intruder's included, above zero; this is assumed, and nonnegative shifts too small to achieve it are not treated.

`amplitude_unique_ballMinimiser` states that in finite dimension a vector `z` has $\|z\|\le\|x\|$ and minimises $F$ among such vectors exactly when `z = amplitude A ε v`. `ballMinimiser_iff_of_solves` states the same in any dimension, taking the solution $x$ as a hypothesis. `amplitude` uses `Ring.inverse`, which returns zero for a singular operator, and `hpos` excludes that case in finite dimension. The radius always comes from the shift: nothing is stated about finding a shift for a prescribed radius, or about imaginary shifts. `not_ballMinimiser_of_neg` and `hylleraas_unbounded` assume neither Hermiticity nor positive definiteness, and `norm_antitone` allows shifts of either sign.

```lean
import Mathlib

open scoped InnerProductSpace
open RCLike

namespace ShiftAsConstraint

noncomputable section

variable {𝕜 E : Type*} [RCLike 𝕜] [NormedAddCommGroup E] [InnerProductSpace 𝕜 E]

/-- The operator `A + ε` with a real level shift `ε`. -/
def shift (A : E →ₗ[𝕜] E) (ε : ℝ) : E →ₗ[𝕜] E := A + (ε : 𝕜) • (1 : E →ₗ[𝕜] E)

/-- The Hylleraas functional `F(y) = 2 Re⟨v,y⟩ + Re⟨y,Ay⟩` of the unshifted operator. -/
def hylleraas (A : E →ₗ[𝕜] E) (v y : E) : ℝ := 2 * re ⟪v, y⟫_𝕜 + re ⟪y, A y⟫_𝕜

/-- `B` has a strictly positive expectation value in every nonzero vector. -/
def IsPosDef (B : E →ₗ[𝕜] E) : Prop := ∀ y : E, y ≠ 0 → 0 < re ⟪y, B y⟫_𝕜

/-- `z` has norm at most `r` and minimises the Hylleraas functional among all such vectors. -/
def IsBallMinimiser (A : E →ₗ[𝕜] E) (v : E) (r : ℝ) (z : E) : Prop :=
  ‖z‖ ≤ r ∧ ∀ y : E, ‖y‖ ≤ r → hylleraas A v z ≤ hylleraas A v y

/-- The level-shifted amplitude vector `-(A + ε)⁻¹ v`. -/
def amplitude (A : E →ₗ[𝕜] E) (ε : ℝ) (v : E) : E :=
  -((Ring.inverse (shift A ε) : E →ₗ[𝕜] E) v)

/-- The shift adds `ε ‖d‖²` to the expectation value of `A` in `d`. -/
theorem re_inner_shift (A : E →ₗ[𝕜] E) (ε : ℝ) (d : E) :
    re ⟪d, shift A ε d⟫_𝕜 = re ⟪d, A d⟫_𝕜 + ε * ‖d‖ ^ 2 := by
  have h : shift A ε d = A d + (ε : 𝕜) • d := by simp [shift]
  rw [h, inner_add_right, inner_smul_right, map_add, RCLike.re_ofReal_mul,
    inner_self_eq_norm_sq]

/-- If `A` is Hermitian and `(A + ε) x = -v`, then
`F(y) - F(x) = Re⟨y-x,(A+ε)(y-x)⟩ + ε (‖x‖² - ‖y‖²)` for every `y`. -/
theorem hylleraas_sub {A : E →ₗ[𝕜] E} (hA : A.IsSymmetric) {ε : ℝ} {v x : E}
    (hx : shift A ε x = -v) (y : E) :
    hylleraas A v y - hylleraas A v x =
      re ⟪y - x, shift A ε (y - x)⟫_𝕜 + ε * (‖x‖ ^ 2 - ‖y‖ ^ 2) := by
  obtain ⟨d, rfl⟩ : ∃ d, y = x + d := ⟨y - x, by abel⟩
  have hs : shift A ε x = A x + (ε : 𝕜) • x := by simp [shift]
  have hv : v = -(A x + (ε : 𝕜) • x) := by rw [← hs, hx, neg_neg]
  -- the real parts of the two cross terms agree because `A` is Hermitian
  have h1 : re ⟪x, A d⟫_𝕜 = re ⟪A x, d⟫_𝕜 := by rw [hA x d]
  have h2 : re ⟪d, A x⟫_𝕜 = re ⟪A x, d⟫_𝕜 := inner_re_symm _ _
  -- the amplitude equation rewrites the linear term
  have h3 : re ⟪v, d⟫_𝕜 = -(re ⟪A x, d⟫_𝕜 + ε * re ⟪x, d⟫_𝕜) := by
    rw [hv, inner_neg_left, map_neg, inner_add_left, inner_smul_left, RCLike.conj_ofReal,
      map_add, RCLike.re_ofReal_mul]
  rw [add_sub_cancel_left, re_inner_shift, norm_add_sq (𝕜 := 𝕜)]
  unfold hylleraas
  simp only [map_add, inner_add_left, inner_add_right]
  linear_combination 2 * h3 + h1 + h2

/-- In any dimension: for Hermitian `A`, `ε ≥ 0` and positive definite `A + ε`, a solution of
`(A + ε) x = -v` is the one and only minimiser of `F` on the ball of radius `‖x‖`. -/
theorem ballMinimiser_iff_of_solves {A : E →ₗ[𝕜] E} (hA : A.IsSymmetric) {ε : ℝ} (hε : 0 ≤ ε)
    (hpos : IsPosDef (shift A ε)) {v x : E} (hx : shift A ε x = -v) (z : E) :
    IsBallMinimiser A v ‖x‖ z ↔ z = x := by
  -- every other point of the ball lies strictly higher
  have key : ∀ y : E, ‖y‖ ≤ ‖x‖ → y ≠ x → hylleraas A v x < hylleraas A v y := by
    intro y hy hne
    have h1 := hylleraas_sub hA hx y
    have h2 := hpos (y - x) (sub_ne_zero.2 hne)
    have h3 : ‖y‖ ^ 2 ≤ ‖x‖ ^ 2 := pow_le_pow_left₀ (norm_nonneg _) hy 2
    have h4 := mul_nonneg hε (sub_nonneg.2 h3)
    linarith
  constructor
  · rintro ⟨hz, hmin⟩
    by_contra hne
    have h1 := key z hz hne
    have h2 := hmin x le_rfl
    linarith
  · intro hz
    rw [hz]
    refine ⟨le_rfl, fun y hy => ?_⟩
    by_cases h : y = x
    · rw [h]
    · exact (key y hy h).le

/-- In finite dimension with `A + ε` positive definite, `x = -(A + ε)⁻¹ v` solves
`(A + ε) x = -v`. -/
theorem shift_amplitude [FiniteDimensional 𝕜 E] {A : E →ₗ[𝕜] E} {ε : ℝ}
    (hpos : IsPosDef (shift A ε)) (v : E) : shift A ε (amplitude A ε v) = -v := by
  -- positive definite implies trivial kernel, hence invertible
  have hu : IsUnit (shift A ε) := by
    refine (LinearMap.isUnit_iff_ker_eq_bot _).2 (LinearMap.ker_eq_bot'.2 fun m hm => ?_)
    by_contra h0
    have h := hpos m h0
    rw [hm] at h
    simp at h
  have h : shift A ε ((Ring.inverse (shift A ε) : E →ₗ[𝕜] E) v) = v := by
    have h' := LinearMap.congr_fun (Ring.mul_inverse_cancel _ hu) v
    exact h'
  rw [amplitude, map_neg, h]

/-- For Hermitian `A`, `ε ≥ 0` and positive definite `A + ε` in finite dimension,
`x = -(A + ε)⁻¹ v` is the unique minimiser of `2 Re⟨v,y⟩ + Re⟨y,Ay⟩` among `‖y‖ ≤ ‖x‖`. -/
theorem amplitude_unique_ballMinimiser [FiniteDimensional 𝕜 E] {A : E →ₗ[𝕜] E}
    (hA : A.IsSymmetric) {ε : ℝ} (hε : 0 ≤ ε) (hpos : IsPosDef (shift A ε)) (v z : E) :
    IsBallMinimiser A v ‖amplitude A ε v‖ z ↔ z = amplitude A ε v :=
  ballMinimiser_iff_of_solves hA hε hpos (shift_amplitude hpos v) z

/-- If `A` is Hermitian, `A + ε₁` is positive definite and `ε₁ < ε₂`, the solution for the
larger shift has norm at most that of the solution for the smaller shift. -/
theorem norm_antitone {A : E →ₗ[𝕜] E} (hA : A.IsSymmetric) {ε₁ ε₂ : ℝ} (h12 : ε₁ < ε₂)
    (hpos : IsPosDef (shift A ε₁)) {v x₁ x₂ : E} (h₁ : shift A ε₁ x₁ = -v)
    (h₂ : shift A ε₂ x₂ = -v) : ‖x₂‖ ≤ ‖x₁‖ := by
  have hn : ∀ d : E, 0 ≤ re ⟪d, shift A ε₁ d⟫_𝕜 := by
    intro d
    by_cases h : d = 0
    · simp [h]
    · exact (hpos d h).le
  have e1 := hylleraas_sub hA h₁ x₂
  have e2 := hylleraas_sub hA h₂ x₁
  have q1 := hn (x₂ - x₁)
  have q2 := hn (x₁ - x₂)
  rw [re_inner_shift] at e2 q2
  have q3 := mul_nonneg (sub_pos.2 h12).le (sq_nonneg ‖x₁ - x₂‖)
  by_contra hlt
  have hsq : ‖x₁‖ ^ 2 < ‖x₂‖ ^ 2 :=
    pow_lt_pow_left₀ (not_le.1 hlt) (norm_nonneg _) two_ne_zero
  -- adding the two identities gives `(ε₂ - ε₁)(‖x₁‖² - ‖x₂‖²) ≥ 0`
  have q4 := mul_pos (sub_pos.2 h12) (sub_pos.2 hsq)
  nlinarith

/-- Along a real ray the functional is `F(t u) = 2 t Re⟨v,u⟩ + t² Re⟨u,Au⟩`. -/
theorem hylleraas_smul (A : E →ₗ[𝕜] E) (v u : E) (t : ℝ) :
    hylleraas A v ((t : 𝕜) • u) = 2 * t * re ⟪v, u⟫_𝕜 + t ^ 2 * re ⟪u, A u⟫_𝕜 := by
  unfold hylleraas
  rw [map_smul, inner_smul_right, inner_smul_left, inner_smul_right, RCLike.conj_ofReal,
    RCLike.re_ofReal_mul, RCLike.re_ofReal_mul, RCLike.re_ofReal_mul]
  ring

/-- For a negative shift, a nonzero solution of `(A + ε) x = -v` does not minimise `F` on the
ball of radius `‖x‖`. -/
theorem not_ballMinimiser_of_neg (A : E →ₗ[𝕜] E) {ε : ℝ} (hε : ε < 0) {v x : E}
    (hx : shift A ε x = -v) (hx0 : x ≠ 0) : ¬ IsBallMinimiser A v ‖x‖ x := by
  rintro ⟨-, hmin⟩
  have hv : v = -(shift A ε x) := by rw [hx, neg_neg]
  have hb : re ⟪v, x⟫_𝕜 = -(re ⟪x, A x⟫_𝕜 + ε * ‖x‖ ^ 2) := by
    rw [hv, inner_neg_left, map_neg, inner_re_symm, re_inner_shift]
  have hnx : 0 < ‖x‖ := norm_pos_iff.2 hx0
  obtain ⟨c, hc⟩ : ∃ c, c = -(ε * ‖x‖ ^ 2) := ⟨_, rfl⟩
  have hc0 : 0 < c := by
    rw [hc]
    exact neg_pos.2 (mul_neg_of_neg_of_pos hε (pow_pos hnx 2))
  obtain ⟨a, ha⟩ : ∃ a, a = re ⟪x, A x⟫_𝕜 := ⟨_, rfl⟩
  have hden : 0 < c + |a| := by positivity
  obtain ⟨t, ht⟩ : ∃ t, t = c / (c + |a|) := ⟨_, rfl⟩
  have ht0 : 0 < t := by rw [ht]; positivity
  have htc : t * (c + |a|) = c := by rw [ht]; exact div_mul_cancel₀ _ hden.ne'
  have ht1 : t ≤ 1 := by
    rw [ht, div_le_one hden]
    linarith [abs_nonneg a]
  -- shrink `x` to `(1 - t) x`: the functional changes by `t (t a - 2 c) < 0`
  have hy : ‖((1 - t : ℝ) : 𝕜) • x‖ ≤ ‖x‖ := by
    rw [norm_smul, RCLike.norm_ofReal, abs_of_nonneg (by linarith)]
    nlinarith [mul_pos ht0 hnx]
  have h := hmin _ hy
  rw [hylleraas_smul, hylleraas, hb, ← ha] at h
  have hc' : ε * ‖x‖ ^ 2 = -c := by linarith
  rw [hc'] at h
  have h1 : t * a ≤ t * |a| := mul_le_mul_of_nonneg_left (le_abs_self a) ht0.le
  have h2 : 0 < 2 * c - t * a := by nlinarith [mul_pos ht0 hc0]
  nlinarith [mul_pos ht0 h2]

/-- If some vector has a negative expectation value of `A`, then `F` without a norm
constraint takes values below every bound. -/
theorem hylleraas_unbounded (A : E →ₗ[𝕜] E) (v : E) {u : E} (hu : re ⟪u, A u⟫_𝕜 < 0)
    (M : ℝ) : ∃ y : E, hylleraas A v y < M := by
  obtain ⟨a, ha⟩ : ∃ a, a = re ⟪u, A u⟫_𝕜 := ⟨_, rfl⟩
  obtain ⟨b, hb⟩ : ∃ b, b = re ⟪v, u⟫_𝕜 := ⟨_, rfl⟩
  have ha0 : 0 < -a := by linarith
  obtain ⟨s, hs⟩ : ∃ s, s = (2 * |b| + |M| + 1) / (-a) := ⟨_, rfl⟩
  have hs0 : 0 ≤ s := by rw [hs]; positivity
  have hsa : s * (-a) = 2 * |b| + |M| + 1 := by rw [hs]; exact div_mul_cancel₀ _ ha0.ne'
  refine ⟨((s + 1 : ℝ) : 𝕜) • u, ?_⟩
  rw [hylleraas_smul, ← ha, ← hb]
  have h1 : 2 * b + (s + 1) * a ≤ -(|M| + 1) := by nlinarith [le_abs_self b]
  have h2 : 0 ≤ -(2 * b + (s + 1) * a) := by linarith [abs_nonneg M]
  nlinarith [mul_nonneg hs0 h2, neg_abs_le M]

/-- The two-state operator `diag(-1, 1)`. -/
def intruderModel : EuclideanSpace ℝ (Fin 2) →ₗ[ℝ] EuclideanSpace ℝ (Fin 2) where
  toFun y := !₂[-y 0, y 1]
  map_add' x y := by
    ext i
    fin_cases i <;> simp
    ring
  map_smul' c x := by ext i; fin_cases i <;> simp

/-- `diag(-1, 1)` is Hermitian, has a negative expectation value in `(1,0)` and a positive one
in `(0,1)`, and is positive definite after a shift of `2`. -/
theorem intruderModel_witness :
    intruderModel.IsSymmetric ∧
    ⟪!₂[(1 : ℝ), 0], intruderModel !₂[1, 0]⟫_ℝ < 0 ∧
    0 < ⟪!₂[(0 : ℝ), 1], intruderModel !₂[0, 1]⟫_ℝ ∧
    IsPosDef (shift intruderModel 2) := by
  have hin : ∀ a b : EuclideanSpace ℝ (Fin 2), ⟪a, b⟫_ℝ = a 0 * b 0 + a 1 * b 1 := by
    intro a b
    simp [PiLp.inner_apply, Fin.sum_univ_two]
    ring
  have e0 : ∀ y, intruderModel y 0 = -y 0 := fun y => by simp [intruderModel]
  have e1 : ∀ y, intruderModel y 1 = y 1 := fun y => by simp [intruderModel]
  refine ⟨fun x y => ?_, ?_, ?_, fun y hy => ?_⟩
  · rw [hin, hin, e0, e0, e1, e1]; ring
  · rw [hin, e0, e1]; simp
  · rw [hin, e0, e1]; simp
  · have hn := real_inner_self_eq_norm_sq y
    have hp : 0 < ‖y‖ ^ 2 := pow_pos (norm_pos_iff.2 hy) 2
    rw [hin] at hn
    rw [re_inner_shift, RCLike.re_to_real, hin, e0, e1]
    nlinarith [mul_self_nonneg (y 1)]

end

end ShiftAsConstraint
```

```lean
#print axioms ShiftAsConstraint.amplitude_unique_ballMinimiser
-- 'ShiftAsConstraint.amplitude_unique_ballMinimiser' depends on axioms: [propext, Classical.choice, Quot.sound]
#print axioms ShiftAsConstraint.norm_antitone
-- 'ShiftAsConstraint.norm_antitone' depends on axioms: [propext, Classical.choice, Quot.sound]
#print axioms ShiftAsConstraint.not_ballMinimiser_of_neg
-- 'ShiftAsConstraint.not_ballMinimiser_of_neg' depends on axioms: [propext, Classical.choice, Quot.sound]
#print axioms ShiftAsConstraint.hylleraas_unbounded
-- 'ShiftAsConstraint.hylleraas_unbounded' depends on axioms: [propext, Classical.choice, Quot.sound]
```

### From the identity to the tactic steps

`re_inner_shift` splits the shifted expectation value into $\mathrm{Re}\langle d,Ad\rangle+\varepsilon\|d\|^2$. In `hylleraas_sub`, `h1` and `h2` equate the real parts of the cross terms, `h3` is the insertion of $v$, `norm_add_sq` expands $\|x+d\|^2$, and `linear_combination 2 * h3 + h1 + h2` collects them. In `ballMinimiser_iff_of_solves`, `key` gives $F(x)<F(y)$ for every other $y$ in the ball from the signs of the two terms, `h2` and `h4`; both directions of the equivalence follow from it. `shift_amplitude` notes that a nonzero kernel vector would have zero expectation value, so the kernel is trivial and the operator is invertible in finite dimension; the main theorem feeds this solution into the previous one.

`norm_antitone` adds `e1` and `e2` and refutes $\|x_1\|<\|x_2\|$. `hylleraas_smul` is the ray formula. `not_ballMinimiser_of_neg` applies it with the $t$ chosen above, and `hylleraas_unbounded` goes below a bound $M$ at $t=s+1$, with $s=(2|b|+|M|+1)/(-a)$, where now $a=\mathrm{Re}\langle u,Au\rangle$ and $b=\mathrm{Re}\langle v,u\rangle$. `intruderModel_witness` shows that $A=\mathrm{diag}(-1,1)$ is Hermitian and indefinite and that $A+2$ is positive definite: for components $y_0,y_1$, the form is $-y_0^2+y_1^2+2(y_0^2+y_1^2)$.

### In a level-shifted calculation

What follows is ordinary algebra that the file does not state. In an orthonormal basis where $A$ is diagonal with entries $\Delta_i$, the solution is $x_i=-v_i/(\Delta_i+\varepsilon)$; the witness gives $x=-(v_0,\,v_1/3)$. In a nonorthogonal contracted basis the shift is $\varepsilon S$ with $S$ the overlap matrix, and the bounded norm is that of the first-order wavefunction. The amplitude equation gives $F(x)=\mathrm{Re}\langle v,x\rangle-\varepsilon\|x\|^2$, which is the shift-corrected second-order energy of real-shift CASPT2. For one reference state, a finite first-order space and a nonnegative shift that makes $A+\varepsilon$ positive definite, that energy is the lowest value of the unshifted functional over amplitudes no longer than $x$.
